# The coefficients of $(1-z)^{k-1/2}$ decay as $n^{-k-1/2}$ for $k=0,1,2,\dots$

Fit a pure exponential to the tail of a real-space table, and any power of the distance in that tail ends up in the fitted decay rate. If the entries behave as $e^{-hn}n^{-p}$, two neighbouring entries give the rate $h+p\ln(1+1/n)$ instead of $h$. For $p=3/2$ and $n=10$ the excess is about $0.14$ per lattice site, which is serious when $h$ itself is small. If the power $p$ is known, it can be divided out before the fit, and for a half-integer branch point it can be computed exactly.

## Amplitudes at a half-integer branch point

Let $n=0,1,2,\dots$ be the lattice distance, $z$ the Bloch variable (the phase factor $e^{i\kappa}$ continued to complex wavevector $\kappa$), and

$$a_n=\frac{1}{4^n}\binom{2n}{n},\qquad A=\sum_{n\ge0}a_nz^n,\qquad B_k=(1-z)^kA .$$

Write $b_{k,n}$ for the coefficient of $z^n$ in $B_k$. Then $A^2(1-z)=1$ and $a_0=1$, so $A$ is the series of $(1-z)^{-1/2}$ with value $1$ at $z=0$, $B_k$ is that of $(1-z)^{k-1/2}$, and

$$b_{k,n}=a_n\prod_{j<k}\frac{-(2j+1)}{2n-2j-1},\qquad
n^{k+1/2}\,b_{k,n}\to\frac{1}{\sqrt\pi}\prod_{j<k}\frac{-(2j+1)}{2}.$$

For $k=0$ this gives $\sqrt{\pi n}\,a_n\to1$. For $k=1$ the coefficients of $\sqrt{1-z}$ are $-a_n/(2n-1)$, and $n^{3/2}$ times them tends to $-1/(2\sqrt\pi)$.

## Tail fits and reference data

In the Su–Schrieffer–Heeger chain with nonzero real hoppings $v,w$ and $|v|\ne|w|$, the band energies $\pm\sqrt{v^2+w^2+2vw\cos\kappa}$ have square-root branch points at complex wavevector, and the band projectors contain the inverse of that square root. In their off-diagonal entries it is multiplied by $v+we^{i\kappa}$ or $v+we^{-i\kappa}$, which vanishes at one of the two branch points. The exponent is then $1/2$ at that point and $-1/2$ at the other, so the tail carries $n^{-3/2}$ in one direction along the chain and $n^{-1/2}$ in the other. The exponents $1/2$ and $-1/2$ are modelled here by a single branch factor. Moving its branch point from $1$ to $z_0$ replaces $z$ by $z/z_0$ and multiplies the $n$-th coefficient by $z_0^{-n}$. For $|z_0|>1$ this supplies the exponential decay, while the power of $n$ stays the same.

The coefficients can also serve as reference data for a Fourier inversion or a fitting routine. The recursion in $n$ derived below generates them without forming $4^n$, which overflows double precision at $n=512$.

## From the binomial recursion to the powers of $n$

**The square root.** The identity $(n+1)\binom{2n+2}{n+1}=2(2n+1)\binom{2n}{n}$ gives

$$2(n+1)a_{n+1}=(2n+1)a_n .$$

The coefficient of $z^n$ in $2(1-z)A'$ is $2(n+1)a_{n+1}-2na_n=a_n$, so $2(1-z)A'=A$. Therefore

$$\bigl(A^2(1-z)\bigr)'=A\bigl(2(1-z)A'-A\bigr)=0 .$$

The constant term of $A^2(1-z)$ is $a_0^2=1$, hence $A^2(1-z)=1$. Multiplying by $(1-z)^{2k}$ gives $B_k^2(1-z)=(1-z)^{2k}$.

**Two recursions.** For all $k,n\ge0$,

$$2(n+1)b_{k,n+1}=(2n+1-2k)b_{k,n},\tag{D}$$
$$(2n-2k-1)b_{k+1,n}=-(2k+1)b_{k,n}.\tag{E}$$

For $k=0$, (D) is the recursion for $a_n$. Since $B_{k+1}=(1-z)B_k$, we have $b_{k+1,0}=b_{k,0}$ and $b_{k+1,n+1}=b_{k,n+1}-b_{k,n}$. The first relation is (E) at distance $0$. At distance $n+1$, (D) gives

$$(2n+1-2k)(b_{k,n+1}-b_{k,n})=(2n+1-2k)b_{k,n+1}-2(n+1)b_{k,n+1}=-(2k+1)b_{k,n+1},$$

which is (E) again. Then (D) follows for $k+1$:

$$2(n+1)b_{k+1,n+1}=(2n+1-2k)b_{k,n}-2(n+1)b_{k,n}=-(2k+1)b_{k,n}=(2n-2k-1)b_{k+1,n}.$$

The odd integer $2n-2k-1$ is never zero, so (E) can be divided by it. Repeating this from $b_{0,n}=a_n$ gives the closed form.

**The constant.** Wallis' partial product is

$$W_n=\prod_{i<n}\frac{(2i+2)^2}{(2i+1)(2i+3)}\to\frac{\pi}{2}.$$

It satisfies $W_n(2n+1)a_n^2=1$. This holds at $n=0$, and going from $n$ to $n+1$ multiplies the left side by

$$\frac{(2n+2)^2}{(2n+1)(2n+3)}\cdot\frac{2n+3}{2n+1}\cdot\frac{(2n+1)^2}{(2n+2)^2}=1 .$$

Consequently

$$\pi n\,a_n^2=\frac{\pi}{W_n}\,\frac{n}{2n+1}\to\frac{\pi}{\pi/2}\cdot\frac12=1,$$

and the square root gives $\sqrt{\pi n}\,a_n\to1$.

**One more factor $1-z$.** By (E),

$$n^{k+3/2}b_{k+1,n}=\frac{n}{2n-2k-1}\,\bigl(-(2k+1)\bigr)\,n^{k+1/2}b_{k,n}.$$

The first fraction tends to $1/2$, so each step multiplies the limit by $-(2k+1)/2$. Starting from $1/\sqrt\pi$, this gives the stated product.

**A trap at $n=0$.** The denominator $2n-1$ must be formed in signed or real arithmetic. With unsigned integers it wraps around in C, and with natural numbers in Lean it becomes $0$, which makes the quotient $0$. The correct coefficient is $b_{1,0}=1$. The file converts `n` to a real number before subtracting.

## The Lean file

```lean
import Mathlib

open Filter Topology Finset

namespace WannierBranchDecay

noncomputable section

/-- The amplitude `C(2n,n)/4^n` at lattice distance `n`. -/
def amp (n : ℕ) : ℝ := (Nat.centralBinom n : ℝ) / 4 ^ n

/-- The formal power series `(1 - z)^k A`, where `A` is the generating series of the
amplitudes `amp n`. -/
def branch (k : ℕ) : PowerSeries ℝ := (1 - PowerSeries.X) ^ k * PowerSeries.mk amp

/-- The recursion that links amplitudes at neighbouring lattice distances. -/
theorem amp_succ (n : ℕ) : 2 * ((n : ℝ) + 1) * amp (n + 1) = (2 * n + 1) * amp n := by
  have h : ((n : ℝ) + 1) * (Nat.centralBinom (n + 1) : ℝ)
      = 2 * (2 * n + 1) * (Nat.centralBinom n : ℝ) := by
    exact_mod_cast Nat.succ_mul_centralBinom_succ n
  unfold amp
  rw [pow_succ]
  linear_combination (2 / ((4 : ℝ) ^ n * 4)) * h

private lemma coeff_zero_step (f : PowerSeries ℝ) :
    PowerSeries.coeff 0 ((1 - PowerSeries.X) * f) = PowerSeries.coeff 0 f := by
  rw [sub_mul, one_mul, map_sub, PowerSeries.coeff_zero_X_mul, sub_zero]

private lemma coeff_succ_step (f : PowerSeries ℝ) (n : ℕ) :
    PowerSeries.coeff (n + 1) ((1 - PowerSeries.X) * f)
      = PowerSeries.coeff (n + 1) f - PowerSeries.coeff n f := by
  rw [sub_mul, one_mul, map_sub, PowerSeries.coeff_succ_X_mul]

/-- The generating series `A` of the amplitudes satisfies `A² (1 - z) = 1`. -/
theorem inverse_sqrt_series :
    (PowerSeries.mk amp) ^ 2 * (1 - PowerSeries.X) = 1 := by
  -- the recursion is the differential equation 2 (1 - z) A' = A
  have hode : (1 - PowerSeries.X) * PowerSeries.derivative ℝ (PowerSeries.mk amp)
      + (1 - PowerSeries.X) * PowerSeries.derivative ℝ (PowerSeries.mk amp)
      = PowerSeries.mk amp := by
    ext n
    cases n with
    | zero =>
      have h := amp_succ 0
      rw [map_add, coeff_zero_step, PowerSeries.coeff_derivative, PowerSeries.coeff_mk,
        PowerSeries.coeff_mk]
      simp only [Nat.cast_zero, zero_add] at h ⊢
      linarith
    | succ n =>
      have h := amp_succ (n + 1)
      rw [map_add, coeff_succ_step, PowerSeries.coeff_derivative,
        PowerSeries.coeff_derivative, PowerSeries.coeff_mk, PowerSeries.coeff_mk]
      push_cast at h ⊢
      linear_combination h
  -- hence A² (1 - z) has zero derivative
  have hder : PowerSeries.derivative ℝ
      ((PowerSeries.mk amp) ^ 2 * (1 - PowerSeries.X)) = 0 := by
    simp only [pow_two, Derivation.leibniz, map_sub, Derivation.map_one_eq_zero,
      PowerSeries.derivative_X, smul_eq_mul]
    linear_combination (PowerSeries.mk amp) * hode
  have h0 : PowerSeries.constantCoeff (PowerSeries.mk amp) = 1 := by
    rw [← PowerSeries.coeff_zero_eq_constantCoeff_apply, PowerSeries.coeff_mk]
    simp [amp]
  ext n
  cases n with
  | zero => simp [h0]
  | succ n =>
    have h := congrArg (PowerSeries.coeff n) hder
    rw [PowerSeries.coeff_derivative, map_zero] at h
    rw [PowerSeries.coeff_one, if_neg (Nat.succ_ne_zero n)]
    exact (mul_eq_zero.mp h).resolve_right (by positivity)

/-- The square of `branch k`, multiplied by `1 - z`, is `(1 - z)^(2k)`. -/
theorem branch_sq (k : ℕ) :
    branch k ^ 2 * (1 - PowerSeries.X) = (1 - PowerSeries.X) ^ (2 * k) := by
  unfold branch
  rw [mul_pow, mul_assoc, inverse_sqrt_series, mul_one, ← pow_mul, mul_comm k 2]

private lemma branch_succ (k : ℕ) : branch (k + 1) = (1 - PowerSeries.X) * branch k := by
  unfold branch
  rw [pow_succ', mul_assoc]

private lemma coeff_branch_zero (n : ℕ) : PowerSeries.coeff n (branch 0) = amp n := by
  unfold branch
  rw [pow_zero, one_mul, PowerSeries.coeff_mk]

/-- Two recursions for the amplitudes of `branch k`: one in the lattice distance `n`, one in
the branch index `k`. -/
theorem amplitude_recursions (k : ℕ) :
    (∀ n : ℕ, 2 * ((n : ℝ) + 1) * PowerSeries.coeff (n + 1) (branch k)
      = (2 * n + 1 - 2 * k) * PowerSeries.coeff n (branch k)) ∧
    (∀ n : ℕ, (2 * (n : ℝ) - 2 * k - 1) * PowerSeries.coeff n (branch (k + 1))
      = -(2 * k + 1) * PowerSeries.coeff n (branch k)) := by
  -- the recursion in distance implies the recursion in the branch index
  have step : ∀ k : ℕ, (∀ n : ℕ, 2 * ((n : ℝ) + 1) * PowerSeries.coeff (n + 1) (branch k)
      = (2 * n + 1 - 2 * k) * PowerSeries.coeff n (branch k)) →
      ∀ n : ℕ, (2 * (n : ℝ) - 2 * k - 1) * PowerSeries.coeff n (branch (k + 1))
      = -(2 * k + 1) * PowerSeries.coeff n (branch k) := by
    intro k hP n
    rw [branch_succ]
    cases n with
    | zero =>
      rw [coeff_zero_step, Nat.cast_zero]
      ring
    | succ n =>
      rw [coeff_succ_step]
      push_cast
      linear_combination hP n
  have hP : ∀ k n : ℕ, 2 * ((n : ℝ) + 1) * PowerSeries.coeff (n + 1) (branch k)
      = (2 * n + 1 - 2 * k) * PowerSeries.coeff n (branch k) := by
    intro k
    induction k with
    | zero =>
      intro n
      rw [coeff_branch_zero, coeff_branch_zero, Nat.cast_zero]
      linear_combination amp_succ n
    | succ k ih =>
      intro n
      have hq := step k ih n
      have e : PowerSeries.coeff (n + 1) (branch (k + 1))
          = PowerSeries.coeff (n + 1) (branch k) - PowerSeries.coeff n (branch k) := by
        rw [branch_succ, coeff_succ_step]
      rw [e]
      push_cast
      linear_combination ih n - hq
  exact ⟨hP k, step k (hP k)⟩

private lemma odd_ne (n k : ℕ) : 2 * (n : ℝ) - 2 * k - 1 ≠ 0 := by
  intro h
  have h' : 2 * (n : ℤ) - 2 * k - 1 = 0 := by exact_mod_cast h
  omega

/-- The coefficient of `z^n` in `branch k` is `amp n` times the product over `j < k` of `-(2j + 1) /
(2n - 2j - 1)`. -/
theorem coeff_branch (k n : ℕ) : PowerSeries.coeff n (branch k)
    = amp n * ∏ j ∈ range k, (-(2 * (j : ℝ) + 1) / (2 * n - 2 * j - 1)) := by
  induction k with
  | zero => rw [coeff_branch_zero, prod_range_zero, mul_one]
  | succ k ih =>
    have q := (amplitude_recursions k).2 n
    rw [prod_range_succ, ← mul_assoc, ← ih, mul_div_assoc', eq_div_iff (odd_ne n k)]
    linear_combination q

/-- Wallis' partial product `W n` and the amplitude satisfy `W n (2n + 1) a_n² = 1`. -/
theorem wallis_amp (n : ℕ) : Real.Wallis.W n * (2 * n + 1) * amp n ^ 2 = 1 := by
  induction n with
  | zero => simp [Real.Wallis.W, amp]
  | succ n ih =>
    have h : amp (n + 1) = (2 * n + 1) / (2 * ((n : ℝ) + 1)) * amp n := by
      rw [div_mul_eq_mul_div, eq_div_iff (by positivity)]
      linear_combination amp_succ n
    have e : (2 * ((n + 1 : ℕ) : ℝ) + 1) = 2 * n + 3 := by push_cast; ring
    rw [Real.Wallis.W_succ, h, e]
    refine Eq.trans ?_ ih
    field_simp

private lemma half_limit (c : ℝ) :
    Tendsto (fun n : ℕ => (n : ℝ) / (2 * n - c)) atTop (𝓝 (1 / 2)) := by
  have h : Tendsto (fun n : ℕ => 1 / (2 - c / (n : ℝ))) atTop (𝓝 (1 / (2 - 0))) :=
    tendsto_const_nhds.div
      (tendsto_const_nhds.sub (tendsto_const_div_atTop_nhds_zero_nat c)) (by norm_num)
  rw [sub_zero] at h
  refine h.congr' ?_
  filter_upwards [eventually_gt_atTop 0] with n hn
  have hn' : (n : ℝ) ≠ 0 := by exact_mod_cast hn.ne'
  have e : 2 - c / (n : ℝ) = (2 * n - c) / n := by
    rw [sub_div, mul_div_cancel_right₀ _ hn']
  rw [e, one_div_div]

/-- As `n` grows, `√(π n)` times `amp n` tends to one. -/
theorem inverse_sqrt_decay :
    Tendsto (fun n : ℕ => √(Real.pi * n) * amp n) atTop (𝓝 1) := by
  have hpi : Real.pi ≠ 0 := Real.pi_ne_zero
  have h := ((half_limit (-1)).const_mul Real.pi).div
    Real.Wallis.tendsto_W_nhds_pi_div_two (by positivity)
  have e : Real.pi * (1 / 2) / (Real.pi / 2) = 1 := by field_simp
  rw [e] at h
  -- Wallis' product fixes the limit of π n a_n²
  have h2 : Tendsto (fun n : ℕ => Real.pi * n * amp n ^ 2) atTop (𝓝 1) := by
    refine h.congr (fun n => ?_)
    have w := wallis_amp n
    have hW : Real.Wallis.W n ≠ 0 := by
      intro h0
      rw [h0] at w
      simp at w
    have hn : 2 * (n : ℝ) + 1 ≠ 0 := by positivity
    change Real.pi * ((n : ℝ) / (2 * n - -1)) / Real.Wallis.W n = _
    rw [sub_neg_eq_add, mul_div_assoc', div_div, div_eq_iff (mul_ne_zero hn hW)]
    linear_combination (-(Real.pi * n)) * w
  have h3 := (Real.continuous_sqrt.tendsto 1).comp h2
  rw [Real.sqrt_one] at h3
  refine h3.congr (fun n => ?_)
  have ha : 0 ≤ amp n := by unfold amp; positivity
  change √(Real.pi * n * amp n ^ 2) = _
  rw [Real.sqrt_mul (by positivity), Real.sqrt_sq ha]

/-- The coefficient of `z^n` in `branch k`, times `n^(k + 1/2)`, tends to `(∏_{j<k} (-(2j + 1)/2)) /
√π` as `n` grows. -/
theorem branch_decay (k : ℕ) :
    Tendsto (fun n : ℕ => (n : ℝ) ^ ((k : ℝ) + 1 / 2) * PowerSeries.coeff n (branch k))
      atTop (𝓝 ((∏ j ∈ range k, (-(2 * (j : ℝ) + 1) / 2)) / √Real.pi)) := by
  have key : Tendsto (fun n : ℕ => (n : ℝ) ^ k * √(n : ℝ) * PowerSeries.coeff n (branch k))
      atTop (𝓝 ((∏ j ∈ range k, (-(2 * (j : ℝ) + 1) / 2)) / √Real.pi)) := by
    induction k with
    | zero =>
      have hs : √Real.pi ≠ 0 := (Real.sqrt_pos.mpr Real.pi_pos).ne'
      rw [prod_range_zero]
      refine (inverse_sqrt_decay.div_const (√Real.pi)).congr (fun n => ?_)
      rw [coeff_branch_zero, Real.sqrt_mul Real.pi_pos.le, pow_zero, div_eq_iff hs]
      ring
    | succ k ih =>
      -- one more factor 1 - z costs one more power of the distance
      have h := ((half_limit (2 * k + 1)).mul_const (-(2 * (k : ℝ) + 1))).mul ih
      convert h using 1
      · funext n
        have q := (amplitude_recursions k).2 n
        have hne : 2 * (n : ℝ) - (2 * k + 1) ≠ 0 := by
          rw [← sub_sub]
          exact odd_ne n k
        have hB : PowerSeries.coeff n (branch (k + 1))
            = -(2 * (k : ℝ) + 1) * PowerSeries.coeff n (branch k) / (2 * n - (2 * k + 1)) := by
          rw [eq_div_iff hne]
          linear_combination q
        rw [hB]
        ring
      · rw [prod_range_succ]
        congr 1
        ring
  refine key.congr (fun n => ?_)
  rw [Real.rpow_add_of_nonneg (Nat.cast_nonneg n) (Nat.cast_nonneg k) (by norm_num),
    Real.rpow_natCast, Real.sqrt_eq_rpow]

end

end WannierBranchDecay
```

```lean
#print axioms WannierBranchDecay.branch_sq
#print axioms WannierBranchDecay.coeff_branch
#print axioms WannierBranchDecay.branch_decay
```

```
'WannierBranchDecay.branch_sq' depends on axioms: [propext, Classical.choice, Quot.sound]
'WannierBranchDecay.coeff_branch' depends on axioms: [propext, Classical.choice, Quot.sound]
'WannierBranchDecay.branch_decay' depends on axioms: [propext, Classical.choice, Quot.sound]
```

## How the code follows the derivation

`amp n` is $a_n$, `branch k` is $B_k$, and `PowerSeries.coeff n (branch k)` is $b_{k,n}$. The Bloch variable is the formal symbol `PowerSeries.X`. The indices `k` and `n` are natural numbers, and the amplitudes are real.

`amp_succ` is the binomial recursion. In `inverse_sqrt_series`, `hode` is the differential equation, checked coefficient by coefficient after `ext n`, and `hder` is the vanishing derivative. The final case split compares the constant term and then all higher coefficients with those of $1$. `branch_sq` states the squared identity for every `k`.

`amplitude_recursions` contains (D) and (E) as its two halves. Its inner statement `step` derives (E) from (D), and the induction uses it to reach (D) for the next `k`. The `linear_combination` calls carry out the cancellations displayed above. `odd_ne` shows that the denominator is nonzero, which `coeff_branch` needs for the closed form.

`wallis_amp` is the Wallis identity, and `half_limit` says that $n/(2n-c)\to1/2$ for any real $c$. `inverse_sqrt_decay` combines the two, with $c=-1$, and takes the square root by continuity. `branch_decay` first proves its limit with $n^{k+1/2}$ written as $n^k\sqrt n$, by induction on `k` with $c=2k+1$, and rewrites this as a real power at the end.

## Exact coefficients, limits without error bars

The closed form and both recursions hold at every distance, including $n=0$, and for every $k\ge0$. A code may rely on them as exact identities in real arithmetic; rounding is not treated.

The decay theorems are limits. They fix the power and the prefactor, including its sign, but give no error bound at finite $n$ and so no certified cutoff radius.

The series are formal: the theorems multiply and differentiate them but never evaluate them at a complex number. The branch point sits at $z=1$, and the rescaling to $z_0$ is a substitution made in the text.

The file defines neither a Hamiltonian nor a Wannier function, despite the name of its namespace. That a given band quantity has a half-integer branch point is an input from the physics. A real band function usually has several branch points and a locally analytic factor multiplying each, and transferring the powers to it takes a further asymptotic argument. Other exponents, such as $-1/4$, are not treated.
